# Midpoint steps conserve and Euler steps raise the energy of a moving orbit $x'=SAx$ with $A$ positive definite and $S$ antisymmetric

Follow a closed cyclotron orbit near a quadratic band minimum with explicit Euler steps, and the electron gains energy at every step, so that the computed path spirals outward instead of closing. For the orbit equation $x'=SAx$, with $A$ real, symmetric and positive definite and $S$ real and antisymmetric, the file below gives the size of this gain and proves that the implicit midpoint rule has none.

In Lean 4 with Mathlib:

```lean
import Mathlib

open Matrix Filter

namespace OrbitIntegrators

noncomputable section

variable {n : Type*} [Fintype n] {A S : Matrix n n ℝ}

/-- The energy `⟨x, A x⟩ / 2` of the state `x`. -/
def energy (A : Matrix n n ℝ) (x : n → ℝ) : ℝ := (x ⬝ᵥ A *ᵥ x) / 2

/-- The right-hand side `S A x` of the orbit equation `x' = S A x`. -/
def velocity (S A : Matrix n n ℝ) (x : n → ℝ) : n → ℝ := S *ᵥ (A *ᵥ x)

/-- One explicit Euler step of length `h` for the orbit equation. -/
def eulerStep (S A : Matrix n n ℝ) (h : ℝ) (x : n → ℝ) : n → ℝ :=
  x + h • velocity S A x

/-- The implicit midpoint relation `y = x + h S A (x + y) / 2` between the old state `x`
and the new state `y`. -/
def IsMidpointStep (S A : Matrix n n ℝ) (h : ℝ) (x y : n → ℝ) : Prop :=
  y = x + (h / 2) • velocity S A (x + y)

/-- For antisymmetric `S` the velocity `S A x` is orthogonal to `A x`, which is the energy gradient
when `A` is symmetric. -/
theorem velocity_orthogonal_gradient (hS : Sᵀ = -S) (x : n → ℝ) :
    velocity S A x ⬝ᵥ A *ᵥ x = 0 := by
  have skew : ∀ v : n → ℝ, v ⬝ᵥ S *ᵥ v = 0 := by
    intro v
    have h : v ⬝ᵥ S *ᵥ v = -(v ⬝ᵥ S *ᵥ v) := by
      conv_lhs => rw [Matrix.dotProduct_mulVec, ← Matrix.mulVec_transpose, hS,
        Matrix.neg_mulVec, neg_dotProduct, dotProduct_comm]
    linarith
  rw [dotProduct_comm]
  exact skew (A *ᵥ x)

/-- A symmetric matrix `A` defines a symmetric bilinear form. -/
theorem form_symm (hA : Aᵀ = A) (x y : n → ℝ) : x ⬝ᵥ A *ᵥ y = y ⬝ᵥ A *ᵥ x := by
  rw [Matrix.dotProduct_mulVec, ← Matrix.mulVec_transpose, hA, dotProduct_comm]

/-- For positive definite `A` and antisymmetric `S`, the implicit midpoint equation has
exactly one solution, for every real step length. -/
theorem midpoint_existsUnique (hpos : ∀ x : n → ℝ, x ≠ 0 → 0 < x ⬝ᵥ A *ᵥ x)
    (hS : Sᵀ = -S) (h : ℝ) (x : n → ℝ) : ∃! y, IsMidpointStep S A h x y := by
  obtain ⟨L, hL⟩ : ∃ L : (n → ℝ) →ₗ[ℝ] (n → ℝ),
      ∀ y, L y = y - (h / 2) • velocity S A y :=
    ⟨LinearMap.id - (h / 2) • (S.mulVecLin ∘ₗ A.mulVecLin), fun _ => rfl⟩
  -- a kernel vector would have zero energy
  have hinj : Function.Injective L := by
    refine (injective_iff_map_eq_zero L).2 fun y hy => ?_
    by_contra hne
    rw [hL, sub_eq_zero] at hy
    have h0 : y ⬝ᵥ A *ᵥ y = 0 :=
      calc y ⬝ᵥ A *ᵥ y = ((h / 2) • velocity S A y) ⬝ᵥ A *ᵥ y :=
            congrArg (fun z => z ⬝ᵥ A *ᵥ y) hy
        _ = 0 := by rw [smul_dotProduct, velocity_orthogonal_gradient hS, smul_zero]
    exact (hpos y hne).ne' h0
  have hadd : ∀ u v, velocity S A (u + v) = velocity S A u + velocity S A v := by
    intro u v
    simp only [velocity, Matrix.mulVec_add]
  have hiff : ∀ y, IsMidpointStep S A h x y ↔ L y = x + (h / 2) • velocity S A x := by
    intro y
    rw [IsMidpointStep, hL, hadd, smul_add, sub_eq_iff_eq_add, add_assoc]
  -- in finite dimension injectivity gives surjectivity
  obtain ⟨y, hy⟩ := LinearMap.injective_iff_surjective.1 hinj
    (x + (h / 2) • velocity S A x)
  exact ⟨y, (hiff y).2 hy, fun z hz => hinj (((hiff z).1 hz).trans hy.symm)⟩

/-- For symmetric `A` and antisymmetric `S`, an implicit midpoint step conserves the
energy exactly. -/
theorem midpoint_energy (hA : Aᵀ = A) (hS : Sᵀ = -S) {h : ℝ} {x y : n → ℝ}
    (hy : IsMidpointStep S A h x y) : energy A y = energy A x := by
  have hd : y - x = (h / 2) • velocity S A (x + y) := sub_eq_iff_eq_add'.2 hy
  -- the increment is orthogonal to the gradient at the midpoint
  have key : (y - x) ⬝ᵥ A *ᵥ (x + y) = 0 := by
    rw [hd, smul_dotProduct, velocity_orthogonal_gradient hS, smul_zero]
  simp only [sub_dotProduct, Matrix.mulVec_add, dotProduct_add] at key
  have s := form_symm hA x y
  simp only [energy]
  linarith

/-- For symmetric `A` and antisymmetric `S`, an explicit Euler step changes the energy by
`h ^ 2` times the energy form evaluated on the velocity. -/
theorem euler_energy (hA : Aᵀ = A) (hS : Sᵀ = -S) (h : ℝ) (x : n → ℝ) :
    energy A (eulerStep S A h x) = energy A x + h ^ 2 * energy A (velocity S A x) := by
  have o := velocity_orthogonal_gradient (A := A) hS x
  have s := form_symm hA x (velocity S A x)
  simp only [energy, eulerStep, Matrix.mulVec_add, Matrix.mulVec_smul, add_dotProduct,
    dotProduct_add, smul_dotProduct, dotProduct_smul, smul_eq_mul]
  rw [s, o]
  ring

/-- Let `A` be symmetric positive definite, `S` antisymmetric and `h ≠ 0`. The midpoint step
exists, is unique and conserves energy, while explicit Euler raises the energy by
`h ^ 2 ⟨S A x, A S A x⟩ / 2`, strictly if and only if `S A x ≠ 0`. -/
theorem midpoint_conserves_euler_gains (hA : Aᵀ = A)
    (hpos : ∀ x : n → ℝ, x ≠ 0 → 0 < x ⬝ᵥ A *ᵥ x) (hS : Sᵀ = -S)
    {h : ℝ} (hh : h ≠ 0) (x : n → ℝ) :
    (∃! y, IsMidpointStep S A h x y) ∧
    (∀ y, IsMidpointStep S A h x y → energy A y = energy A x) ∧
    energy A (eulerStep S A h x) - energy A x
      = h ^ 2 * (velocity S A x ⬝ᵥ A *ᵥ velocity S A x) / 2 ∧
    (energy A x < energy A (eulerStep S A h x) ↔ velocity S A x ≠ 0) := by
  refine ⟨midpoint_existsUnique hpos hS h x, fun y hy => midpoint_energy hA hS hy, ?_, ?_⟩
  · rw [euler_energy hA hS]
    simp only [energy]
    ring
  · rw [euler_energy hA hS]
    constructor
    · intro hlt hv
      rw [hv] at hlt
      simp [energy] at hlt
    · intro hv
      have hE : 0 < energy A (velocity S A x) := half_pos (hpos _ hv)
      have hgain : 0 < h ^ 2 * energy A (velocity S A x) := mul_pos (by positivity) hE
      linarith

/-- For symmetric positive definite `A` and antisymmetric `S`, the energy gained in `k`
Euler steps is at least `k` times the gain of the first step. -/
theorem euler_linear_growth (hA : Aᵀ = A)
    (hpos : ∀ x : n → ℝ, x ≠ 0 → 0 < x ⬝ᵥ A *ᵥ x) (hS : Sᵀ = -S)
    (h : ℝ) (k : ℕ) (x : n → ℝ) :
    energy A x + k * (h ^ 2 * energy A (velocity S A x))
      ≤ energy A ((eulerStep S A h)^[k] x) := by
  have hnn : ∀ v, 0 ≤ energy A v := by
    intro v
    by_cases hv : v = 0
    · simp [energy, hv]
    · exact (half_pos (hpos v hv)).le
  induction k generalizing x with
  | zero => simp
  | succ k ih =>
    rw [Function.iterate_succ_apply]
    have h1 := ih (eulerStep S A h x)
    -- the velocity is itself propagated by an Euler step
    have hv : velocity S A (eulerStep S A h x) = eulerStep S A h (velocity S A x) := by
      simp only [eulerStep, velocity, Matrix.mulVec_add, Matrix.mulVec_smul]
    rw [hv, euler_energy hA hS, euler_energy hA hS] at h1
    have h2 : 0 ≤ (k : ℝ) * (h ^ 2 * (h ^ 2 * energy A (velocity S A (velocity S A x)))) := by
      have := hnn (velocity S A (velocity S A x))
      positivity
    push_cast
    linarith

/-- For symmetric positive definite `A`, antisymmetric `S`, `h ≠ 0` and nonzero initial velocity,
the energy after `k` Euler steps tends to infinity with `k`. -/
theorem euler_energy_diverges (hA : Aᵀ = A)
    (hpos : ∀ x : n → ℝ, x ≠ 0 → 0 < x ⬝ᵥ A *ᵥ x) (hS : Sᵀ = -S)
    {h : ℝ} (hh : h ≠ 0) {x : n → ℝ} (hx : velocity S A x ≠ 0) :
    Tendsto (fun k : ℕ => energy A ((eulerStep S A h)^[k] x)) atTop atTop := by
  have hE : 0 < energy A (velocity S A x) := half_pos (hpos _ hx)
  have hc : 0 < h ^ 2 * energy A (velocity S A x) := mul_pos (by positivity) hE
  exact tendsto_atTop_mono (fun k => euler_linear_growth hA hpos hS h k x)
    (tendsto_atTop_add_const_left _ _ (tendsto_natCast_atTop_atTop.atTop_mul_const hc))

/-- In the plane, `A = diag(a, b)` with `a, b > 0` is symmetric and positive definite, the
quarter-turn matrix `S` is antisymmetric, and each Euler step for this pair multiplies the energy by
`1 + h ^ 2 a b`. -/
theorem elliptic_orbit_witness {a b : ℝ} (ha : 0 < a) (hb : 0 < b) (h : ℝ) :
    (!![a, 0; 0, b])ᵀ = !![a, 0; 0, b] ∧
    (∀ x : Fin 2 → ℝ, x ≠ 0 → 0 < x ⬝ᵥ !![a, 0; 0, b] *ᵥ x) ∧
    (!![0, 1; -1, 0] : Matrix (Fin 2) (Fin 2) ℝ)ᵀ = -!![0, 1; -1, 0] ∧
    ∀ x : Fin 2 → ℝ, energy !![a, 0; 0, b] (eulerStep !![0, 1; -1, 0] !![a, 0; 0, b] h x)
      = (1 + h ^ 2 * (a * b)) * energy !![a, 0; 0, b] x := by
  refine ⟨?_, ?_, ?_, ?_⟩
  · ext i j
    fin_cases i <;> fin_cases j <;> simp
  · intro x hx
    have e : x ⬝ᵥ !![a, 0; 0, b] *ᵥ x = a * x 0 ^ 2 + b * x 1 ^ 2 := by
      simp [Matrix.mulVec, dotProduct, Fin.sum_univ_two]
      ring
    rw [e]
    by_cases h0 : x 0 = 0
    · have h1 : x 1 ≠ 0 := fun h1 => hx (funext fun i => by
        fin_cases i
        · exact h0
        · exact h1)
      positivity
    · positivity
  · ext i j
    fin_cases i <;> fin_cases j <;> simp
  · intro x
    simp [energy, eulerStep, velocity, Matrix.mulVec, dotProduct, Fin.sum_univ_two]
    ring

end

end OrbitIntegrators
```

```lean
#print axioms OrbitIntegrators.midpoint_conserves_euler_gains
-- 'OrbitIntegrators.midpoint_conserves_euler_gains' depends on axioms: [propext, Classical.choice, Quot.sound]
#print axioms OrbitIntegrators.euler_energy_diverges
-- 'OrbitIntegrators.euler_energy_diverges' depends on axioms: [propext, Classical.choice, Quot.sound]
```

## A cyclotron orbit as a matrix equation

The state $x$ is a real vector with finitely many components, and its energy is $E(x)=\tfrac12\langle x,Ax\rangle$. Since $A$ is symmetric, the energy gradient is $Ax$. The matrix $S$ turns this gradient into the rate of change $SAx$.

A semiclassical electron of charge $-e$ near a band minimum, in a uniform magnetic field $B$ and without Berry-curvature corrections, has this form. Let $x$ be its wavevector measured from the minimum, and let $A=\hbar^2M^{-1}$ with $M$ the effective-mass tensor. The Lorentz force then gives
$$x'=-\frac{e}{\hbar^2}\,(Ax)\times B,$$
so $S$ is the antisymmetric matrix of the map $u\mapsto-(e/\hbar^2)\,u\times B$. Positive definiteness says that the energy rises in every direction away from the minimum. Antisymmetry says that the magnetic force does no work.

In the file, `energy A x` is $E(x)$ and `velocity S A x` is $SAx$. In the cyclotron example the latter is the velocity of the wavevector, not the group velocity of the electron. The symbol `*ᵥ` applies a matrix to a vector, and `⬝ᵥ` is the dot product. The hypotheses `hA`, `hpos` and `hS` state symmetry, positivity on nonzero vectors and antisymmetry.

The explicit rule is a function, `eulerStep`, with value $x+hSAx$. The midpoint rule is a relation between the old state $x$ and the new state $y$,
$$y=x+\tfrac h2\,SA(x+y),$$
written `IsMidpointStep`. That some $y$ satisfies it has to be proved.

## The rate of change is orthogonal to the gradient

For any vector $v$, antisymmetry gives $\langle v,Sv\rangle=-\langle v,Sv\rangle$, hence $\langle v,Sv\rangle=0$. With $v=Ax$ this becomes
$$\langle SAx,Ax\rangle=0,$$
which is `velocity_orthogonal_gradient`. The other identity needed throughout is $\langle x,Ay\rangle=\langle y,Ax\rangle$, proved as `form_symm`.

## One midpoint solution, with the same energy

Collect the terms in $y$ on the left:
$$Ly=x+\tfrac h2SAx,\qquad Ly:=y-\tfrac h2SAy.$$
If $Ly=0$, then $y=\tfrac h2SAy$. Pairing with $Ay$ gives
$$\langle y,Ay\rangle=\tfrac h2\langle SAy,Ay\rangle=0,$$
and positivity forces $y=0$. So $L$ is injective, and in finite dimension it is therefore surjective. `midpoint_existsUnique` follows the same route: `hinj` is the kernel argument, `hiff` the rearrangement, and `LinearMap.injective_iff_surjective` supplies the solution. There is no restriction on the step length.

For the energy, pair the increment with $A(x+y)$:
$$\langle y-x,A(x+y)\rangle=\tfrac h2\langle SA(x+y),A(x+y)\rangle=0.$$
The left side expands to
$$\langle y,Ay\rangle-\langle x,Ax\rangle+\langle y,Ax\rangle-\langle x,Ay\rangle.$$
The last two terms cancel by symmetry, so $E(y)=E(x)$. In `midpoint_energy` the vanishing product is `key`, and `linarith` combines its expansion with the symmetry identity.

## What an Euler step adds

Write $v=SAx$. Expanding the quadratic energy and using symmetry gives
$$E(x+hv)=E(x)+h\langle v,Ax\rangle+h^2E(v)=E(x)+h^2E(v).$$
The first-order term vanishes by orthogonality, and the second-order term remains. This is `euler_energy`, where the rewrites `s` and `o` are the symmetry and the orthogonality.

`midpoint_conserves_euler_gains` collects the single-step results for $h\neq0$: the midpoint equation has exactly one solution, every solution has the energy of $x$, and Euler changes the energy by $\tfrac12h^2\langle SAx,A\,SAx\rangle$. The gain is strict if and only if $SAx\neq0$, because $E(v)>0$ for $v\neq0$ and $E(0)=0$. The exceptional states need not be the origin: in three dimensions, an electron whose group velocity is parallel to $B$ has a constant wavevector.

## Repeated Euler steps drive the energy to infinity

Let $x_k$ be the state after $k$ Euler steps and $v_k=SAx_k$. Applying $SA$ to the step gives
$$v_{k+1}=v_k+hSAv_k,$$
so the rate of change itself advances by Euler steps, and $E(v_k)$ never decreases. Summing the gains,
$$E(x_k)=E(x_0)+h^2\sum_{j=0}^{k-1}E(v_j)\ \ge\ E(x_0)+k\,h^2E(v_0).$$
`euler_linear_growth` proves this bound by induction on $k$ for all starting states at once. It splits off the first step, applies the induction hypothesis to $x_1$, and uses `hv`, the Euler step for the rate of change. If $h\neq0$ and $v_0\neq0$, the lower bound grows without limit, and `euler_energy_diverges` concludes by comparison that $E(x_k)\to\infty$. Since $E$ is bounded on bounded sets, the length of $x_k$ tends to infinity as well.

## An ellipse in the plane

Take $A=\mathrm{diag}(a,b)$ with $a,b>0$ and $S=\begin{pmatrix}0&1\\-1&0\end{pmatrix}$. With components numbered from zero, $SAx=(b\,x_1,-a\,x_0)$, and
$$E(SAx)=\tfrac12\left(ab^2x_1^2+a^2b\,x_0^2\right)=ab\,E(x).$$
Each Euler step thus multiplies the energy by $1+h^2ab$. For $h\neq0$ and a nonzero starting state the energy therefore grows exponentially with the number of steps, and the linear expression of the previous section is only a lower bound. `elliptic_orbit_witness` checks the three matrix hypotheses for this pair and then the factor, by writing out the components.

## Scope for simulations

For semiclassical orbits in a quadratic band and a uniform field, the theorems identify the energy drift of Euler as a property of the scheme, and they guarantee that midpoint steps stay on the energy surface. They concern constant $A$ and $S$, real numbers without rounding, and a midpoint equation solved exactly. A non-quadratic band, or a matrix $S$ that varies with the state, needs a separate analysis. Energy conservation also says nothing about the timing along the orbit. In the planar example, with $\omega=\sqrt{ab}$ and $h>0$, a midpoint step advances the phase by $2\arctan(h\omega/2)$ instead of $h\omega$, so the computed state stays on the correct ellipse but lags behind the true motion.
